# The overlap of two oscillator coherent states with real displacements is Gaussian in the difference of the displacements

A coherent state of a single harmonic oscillator with real displacement `f` has the Fock amplitudes exp(−f²/2) fⁿ/√(n!), which make it normalised. The lemma states that for two such states, with displacements `f` and `h`, the series of products of their amplitudes converges to exp(−(f − h)²/2), which is their overlap. The attempt takes the exponential series for exp(fh) and multiplies it by the two prefactors exp(−f²/2) and exp(−h²/2). It then tries to match the result with the claim, first term by term and then in the value of the sum.

In Lean, a first try:

```lean
import Mathlib

open Real

namespace CoherentOverlap

noncomputable section

/-- Fock amplitudes of the coherent oscillator state with real displacement `f`. -/
def coh (f : ℝ) (n : ℕ) : ℝ := exp (-f ^ 2 / 2) * f ^ n / √(n.factorial : ℝ)

/-- A series with the same terms as a convergent one has the same sum. -/
theorem hasSum_of_eq {u v : ℕ → ℝ} {a b : ℝ} (h : HasSum u a) (huv : ∀ n, v n = u n)
    (hab : b = a) : HasSum v b := by
  rw [funext huv, hab]
  exact h

/-- The overlap of two coherent states with displacements `f` and `h` is
`exp (-(f - h)² / 2)`. -/
theorem coherent_overlap (f h : ℝ) :
    HasSum (fun n => coh f n * coh h n) (exp (-(f - h) ^ 2 / 2)) := by
  have hexp : HasSum (fun n : ℕ => (f * h) ^ n / (n.factorial : ℝ)) (exp (f * h)) := by
    rw [Real.exp_eq_exp_ℝ, NormedSpace.exp_eq_tsum_div]
    exact (Real.summable_pow_div_factorial (f * h)).hasSum
  have key := hexp.mul_left (exp (-f ^ 2 / 2) * exp (-h ^ 2 / 2))
  convert key using 1
  · funext n
    have q : √(n.factorial : ℝ) * √(n.factorial : ℝ) = (n.factorial : ℝ) :=
      Real.mul_self_sqrt (by positivity)
    unfold coh
    rw [div_mul_div_comm, q, mul_pow]
    ring
  · rw [← Real.exp_add, ← Real.exp_add]
    congr 1
    ring

end

end CoherentOverlap
```

Compiling this gives:

```
Main.lean:27:4: error: Tactic `apply` failed: could not unify the conclusion of `@funext`
  ?f = ?g
with the goal
  instAddCommMonoid =
    CommRing.toNonUnitalCommRing.toNonUnitalNonAssocCommRing.toNonUnitalNonAssocSemiring.toAddCommMonoid

Note: The full type of `@funext` is
  ∀ {α : Sort ?u.87} {β : α → Sort ?u.86} {f g : (x : α) → β x}, (∀ (x : α), f x = g x) → f = g

case e'_3
f h : ℝ
hexp : HasSum (fun n => (f * h) ^ n / ↑n.factorial) (rexp (f * h))
key :
  HasSum (fun i => rexp (-f ^ 2 / 2) * rexp (-h ^ 2 / 2) * ((f * h) ^ i / ↑i.factorial))
    (rexp (-f ^ 2 / 2) * rexp (-h ^ 2 / 2) * rexp (f * h))
⊢ instAddCommMonoid =
    CommRing.toNonUnitalCommRing.toNonUnitalNonAssocCommRing.toNonUnitalNonAssocSemiring.toAddCommMonoid
Main.lean:33:24: error: Tactic `rewrite` failed: Did not find an occurrence of the pattern
  rexp ?x * rexp ?y
in the target expression
  (fun n => coh f n * coh h n) = fun i => rexp (-f ^ 2 / 2 + -h ^ 2 / 2) * ((f * h) ^ i / ↑i.factorial)

case e'_5
f h : ℝ
hexp : HasSum (fun n => (f * h) ^ n / ↑n.factorial) (rexp (f * h))
key :
  HasSum (fun i => rexp (-f ^ 2 / 2) * rexp (-h ^ 2 / 2) * ((f * h) ^ i / ↑i.factorial))
    (rexp (-f ^ 2 / 2) * rexp (-h ^ 2 / 2) * rexp (f * h))
⊢ (fun n => coh f n * coh h n) = fun i => rexp (-f ^ 2 / 2 + -h ^ 2 / 2) * ((f * h) ^ i / ↑i.factorial)
Main.lean:21:68: error: unsolved goals
case e'_6
f h : ℝ
hexp : HasSum (fun n => (f * h) ^ n / ↑n.factorial) (rexp (f * h))
key :
  HasSum (fun i => rexp (-f ^ 2 / 2) * rexp (-h ^ 2 / 2) * ((f * h) ^ i / ↑i.factorial))
    (rexp (-f ^ 2 / 2) * rexp (-h ^ 2 / 2) * rexp (f * h))
⊢ rexp (-(f - h) ^ 2 / 2) = rexp (-f ^ 2 / 2) * rexp (-h ^ 2 / 2) * rexp (f * h)
```

The change, after which it compiles:

```diff
@@ -23,8 +23,6 @@
     rw [Real.exp_eq_exp_ℝ, NormedSpace.exp_eq_tsum_div]
     exact (Real.summable_pow_div_factorial (f * h)).hasSum
-  have key := hexp.mul_left (exp (-f ^ 2 / 2) * exp (-h ^ 2 / 2))
-  convert key using 1
-  · funext n
-    have q : √(n.factorial : ℝ) * √(n.factorial : ℝ) = (n.factorial : ℝ) :=
+  refine hasSum_of_eq (hexp.mul_left (exp (-f ^ 2 / 2) * exp (-h ^ 2 / 2))) (fun n => ?_) ?_
+  · have q : √(n.factorial : ℝ) * √(n.factorial : ℝ) = (n.factorial : ℝ) :=
       Real.mul_self_sqrt (by positivity)
     unfold coh
```

Cause. The proof has a bullet for the terms and a bullet for the sum, but `convert key using 1` leaves three goals. The extra one, which comes first, asks that two additive structures on ℝ be equal: the one in the goal and the one `key` gets through the ring structure. `convert` did not close it, and so each bullet meets the wrong goal.

In the first, `funext` fails because the equation is not between functions. The second, meant for the sum, gets the equation of terms: one `← Real.exp_add` merges the two prefactors, and the next finds no product of exponentials left. The third message is the equation of sums, which no bullet is left to treat.

The repair applies `hasSum_of_eq`, already in the file. Lean accepts the multiplied series as its hypothesis, the two structures being equal by definition, and only the two intended goals remain, in the order of the bullets. `fun n => ?_` already introduces `n`, so `funext n` goes. The series is now passed directly, so `key` is not needed; dropping that name is mere tidying.
